# Kick–Cayley–kick ring-polymer step in a harmonic force: stable exactly when $h^2L<4$

Setting up a ring-polymer simulation includes choosing a time step $h$. For a harmonic external force $-Lq$ with $L>0$ and unit mass, the stability of a chosen $h$ can be checked against the stiffness $L$ alone: if the free ring-polymer motion is advanced by a Cayley step, trajectories stay bounded exactly when $h^2L<4$, whatever the free-mode frequency $w$.

In code, each time step kicks the beads for $h/2$, transforms to normal modes, multiplies each mode's $(q,p)$ by a precomputed $2\times2$ matrix, transforms back and kicks again. If each bead feels the force $-Lq$ at its own position $q$, with the same $L$ for all beads, the modes decouple, and one mode can be studied at a time.

## The step matrix and its trace

The free motion has generator $A=\begin{pmatrix}0&1\\-w^2&0\end{pmatrix}$, with $A^2=-w^2$. Hence $(1-\tfrac h2A)(1+\tfrac h2A)=1+\tfrac{h^2w^2}4$. Writing $D=4+h^2w^2$, the Cayley step is

$$C=(1-\tfrac h2A)^{-1}(1+\tfrac h2A)=\frac{(1+\frac h2A)^2}{1+\frac{h^2w^2}{4}}=\frac{(4-h^2w^2)+4hA}{D}.$$

The half kick is $K=\begin{pmatrix}1&0\\-hL/2&1\end{pmatrix}$. Multiplying out gives

$$M=KCK=\begin{pmatrix}a&b\\c&a\end{pmatrix},\qquad a=\frac{4-h^2w^2-2h^2L}{D},$$

$$b=\frac{4h}{D},\qquad c=-\frac{h(w^2+L)(4-h^2L)}{D}.$$

The trace is $2a$. The condition $a<1$ reads $-2h^2L<2h^2w^2$, which always holds. The condition $a>-1$ reads $4-h^2w^2-2h^2L>-4-h^2w^2$; here $w$ cancels, leaving $h^2L<4$.

## Bounded and growing trajectories

Set $k=(w^2+L)(1-h^2L/4)$, so that $c=-kb$. Both $K$ and $C$ have determinant 1, so $a^2+kb^2=\det M=1$. After one step,

$$(ap-kbq)^2+k(aq+bp)^2=(a^2+kb^2)(p^2+kq^2)=p^2+kq^2.$$

The shadow energy $E=p^2+kq^2$ is therefore conserved. If $h^2L<4$, then $k>0$, and $|q|\le\sqrt{E/k}$ and $|p|\le\sqrt E$ at all times.

If $h^2L\ge4$, then $a\le-1$, $b>0$ and $c\ge0$. Start at $(q_0,p_0)=(1,-1)$ and put $u_n=(-1)^nq_n$, $v_n=-(-1)^np_n$, so $u_0=v_0=1$. Then

$$u_{n+1}=-au_n+bv_n\ge u_n+b,\qquad v_{n+1}=cu_n-av_n\ge v_n\ge1.$$

By induction $|q_n|\ge1+nb$, which is unbounded.

At $w=0$, the centroid mode, $C$ is the plain drift $q\mapsto q+hp$. The step is then velocity Verlet for a harmonic oscillator, with its familiar limit $h\sqrt L<2$.

## The model in Lean

```lean
import Mathlib

open Matrix

namespace RingPolymerCayleyStability

noncomputable section
```

Phase-space vectors have type `Fin 2 → ℝ`, with position at index 0 and momentum at index 1. The generator and the Cayley step follow the formulas above.

```lean
/-- Generator of the free motion of a unit-mass ring-polymer mode of frequency `w`,
acting on `(q, p)`. -/
def freeGenerator (w : ℝ) : Matrix (Fin 2) (Fin 2) ℝ := !![0, 1; -w ^ 2, 0]

/-- The Cayley approximation to the free-mode flow over a time `h`. -/
def cayleyStep (h w : ℝ) : Matrix (Fin 2) (Fin 2) ℝ :=
  (1 - (h / 2) • freeGenerator w)⁻¹ * (1 + (h / 2) • freeGenerator w)
```

With unit mass, `L` is a force constant per mass. The kicks and the free step are composed as matrices.

```lean
/-- Half kick of duration `h / 2` by the harmonic external force `-L q`. -/
def halfKick (L h : ℝ) : Matrix (Fin 2) (Fin 2) ℝ := !![1, 0; -(h * L / 2), 1]

/-- One full time step: half kick, Cayley free-mode step, half kick. -/
def fullStep (L h w : ℝ) : Matrix (Fin 2) (Fin 2) ℝ :=
  halfKick L h * cayleyStep h w * halfKick L h
```

The conserved quantity carries no factor $\tfrac12$.

```lean
/-- A modified energy of the mode, with a spring constant that depends on the time step. -/
def shadowEnergy (L h w : ℝ) (x : Fin 2 → ℝ) : ℝ :=
  x 1 ^ 2 + (w ^ 2 + L) * (1 - h ^ 2 * L / 4) * x 0 ^ 2
```

## Closed forms and the trace criterion

Two helpers compare matrices entry by entry and expand a matrix acting on a vector.

```lean
/-- Two-by-two matrices with equal entries are equal. -/
private theorem mat_ext {a b c d a' b' c' d' : ℝ} (h1 : a = a') (h2 : b = b')
    (h3 : c = c') (h4 : d = d') : !![a, b; c, d] = !![a', b'; c', d'] := by
  subst h1 h2 h3 h4
  rfl

/-- Position and momentum after a linear map of phase space. -/
private theorem mulVec_two (a b c d : ℝ) (x : Fin 2 → ℝ) :
    (!![a, b; c, d] *ᵥ x) 0 = a * x 0 + b * x 1 ∧
    (!![a, b; c, d] *ᵥ x) 1 = c * x 0 + d * x 1 := by
  constructor <;> simp [Matrix.mulVec, dotProduct, Fin.sum_univ_two]
```

In the next proof, `e3` exhibits an explicit right inverse of $1-\tfrac h2A$, so the inverse in the definition is a genuine one for all real `h` and `w`.

```lean
/-- The Cayley free-mode step in closed form. -/
theorem cayleyStep_eq (h w : ℝ) :
    cayleyStep h w =
      !![(4 - h ^ 2 * w ^ 2) / (4 + h ^ 2 * w ^ 2), 4 * h / (4 + h ^ 2 * w ^ 2);
         -(4 * h * w ^ 2) / (4 + h ^ 2 * w ^ 2),
         (4 - h ^ 2 * w ^ 2) / (4 + h ^ 2 * w ^ 2)] := by
  have hD : 4 + h ^ 2 * w ^ 2 ≠ 0 := by positivity
  have e1 : 1 - (h / 2) • freeGenerator w = !![1, -(h / 2); h / 2 * w ^ 2, 1] := by
    rw [freeGenerator, Matrix.one_fin_two]
    ext i j
    fin_cases i <;> fin_cases j <;> simp
  have e2 : 1 + (h / 2) • freeGenerator w = !![1, h / 2; -(h / 2 * w ^ 2), 1] := by
    rw [freeGenerator, Matrix.one_fin_two]
    ext i j
    fin_cases i <;> fin_cases j <;> simp
  -- the matrix to be inverted is never singular
  have e3 : !![1, -(h / 2); h / 2 * w ^ 2, 1] *
      !![4 / (4 + h ^ 2 * w ^ 2), 2 * h / (4 + h ^ 2 * w ^ 2);
         -(2 * h * w ^ 2) / (4 + h ^ 2 * w ^ 2), 4 / (4 + h ^ 2 * w ^ 2)] = 1 := by
    rw [Matrix.mul_fin_two, Matrix.one_fin_two]
    refine mat_ext ?_ ?_ ?_ ?_ <;> field_simp <;> ring
  rw [cayleyStep, e1, e2, Matrix.inv_eq_right_inv e3, Matrix.mul_fin_two]
  refine mat_ext ?_ ?_ ?_ ?_ <;> field_simp <;> ring
```

Multiplying by the kicks gives $M$; `field_simp` and `ring` check each entry.

```lean
/-- The full kick-Cayley-kick step in closed form. -/
theorem fullStep_eq (L h w : ℝ) :
    fullStep L h w =
      !![(4 - h ^ 2 * w ^ 2 - 2 * h ^ 2 * L) / (4 + h ^ 2 * w ^ 2),
         4 * h / (4 + h ^ 2 * w ^ 2);
         -(h * (w ^ 2 + L) * (4 - h ^ 2 * L)) / (4 + h ^ 2 * w ^ 2),
         (4 - h ^ 2 * w ^ 2 - 2 * h ^ 2 * L) / (4 + h ^ 2 * w ^ 2)] := by
  have hD : 4 + h ^ 2 * w ^ 2 ≠ 0 := by positivity
  rw [fullStep, cayleyStep_eq, halfKick, Matrix.mul_fin_two, Matrix.mul_fin_two]
  refine mat_ext ?_ ?_ ?_ ?_ <;> field_simp <;> ring
```

The trace theorem assumes `0 < L` and `0 < h`, but allows any real `w`. Its proof clears the positive denominator $D$, after which both inequalities are linear in $h^2L$ and $h^2w^2$.

```lean
/-- For `L > 0` and `h > 0`, the trace of the full step lies strictly between `-2` and `2` exactly
when `h² L < 4`, whatever the free-mode frequency `w`. -/
theorem trace_fullStep_iff {L h : ℝ} (hL : 0 < L) (hh : 0 < h) (w : ℝ) :
    (-2 < (fullStep L h w).trace ∧ (fullStep L h w).trace < 2) ↔ h ^ 2 * L < 4 := by
  have hD : 0 < 4 + h ^ 2 * w ^ 2 := by positivity
  have h1 : 0 < h ^ 2 * L := by positivity
  have h2 : 0 ≤ h ^ 2 * w ^ 2 := by positivity
  rw [fullStep_eq, Matrix.trace_fin_two_of, ← add_div, lt_div_iff₀ hD, div_lt_iff₀ hD]
  constructor
  · rintro ⟨h3, _⟩
    linarith
  · intro h3
    constructor <;> linarith
```

## Conservation, growth and boundedness

Conservation is an algebraic identity and needs no sign conditions.

```lean
/-- The full step conserves the shadow energy exactly, for every time step. -/
theorem shadowEnergy_fullStep (L h w : ℝ) (x : Fin 2 → ℝ) :
    shadowEnergy L h w (fullStep L h w *ᵥ x) = shadowEnergy L h w x := by
  have hD : 4 + h ^ 2 * w ^ 2 ≠ 0 := by positivity
  unfold shadowEnergy
  rw [fullStep_eq, (mulVec_two _ _ _ _ x).1, (mulVec_two _ _ _ _ x).2]
  field_simp
  ring
```

The induction for $u_n$ and $v_n$ is carried out for any matrix with the signs found above. The products passed to `nlinarith` are the nonnegative terms dropped by hand.

```lean
/-- For a matrix with both diagonal entries equal to `a ≤ -1` and off-diagonal entries `b > 0` and
`c ≥ 0`, the trajectory from `(1, -1)` alternates in sign; after `n` steps its position has size at
least `1 + n b` and its momentum has size at least `1`. -/
private theorem growth_aux {a b c : ℝ} (ha : a ≤ -1) (hb : 0 < b) (hc : 0 ≤ c) (n : ℕ) :
    1 + n * b ≤ (-1 : ℝ) ^ n * ((!![a, b; c, a] ^ n *ᵥ ![1, -1]) 0) ∧
    1 ≤ -((-1 : ℝ) ^ n * ((!![a, b; c, a] ^ n *ᵥ ![1, -1]) 1)) := by
  induction n with
  | zero => constructor <;> simp
  | succ n ih =>
    obtain ⟨h0, h1⟩ := ih
    have hn : 0 ≤ (n : ℝ) * b := by positivity
    rw [pow_succ' (!![a, b; c, a]) n, ← Matrix.mulVec_mulVec,
      (mulVec_two _ _ _ _ _).1, (mulVec_two _ _ _ _ _).2, pow_succ (-1 : ℝ) n]
    generalize !![a, b; c, a] ^ n *ᵥ ![1, -1] = y at h0 h1 ⊢
    generalize (-1 : ℝ) ^ n = s at h0 h1 ⊢
    have hu : 0 ≤ s * y 0 := by linarith
    have ha' : 0 ≤ -a - 1 := by linarith
    push_cast
    constructor
    · nlinarith [mul_nonneg ha' hu, mul_nonneg hb.le (sub_nonneg.2 h1)]
    · nlinarith [mul_nonneg hc hu, mul_nonneg ha' (zero_le_one.trans h1)]
```

Inserting the entries of $M$ gives the explicit lower bound $|q_n|\ge1+nb$ with $b=4h/D$. It is attained at $h^2L=4$; for $h^2L>4$ we have $a<-1$ and $u_{n+1}\ge|a|u_n$, so the true growth is exponential.

```lean
/-- If `h > 0` and `h² L ≥ 4`, the trajectory started at `q = 1`, `p = -1` moves away at least
linearly in the number of steps. -/
theorem linear_growth {L h : ℝ} (hL : 0 < L) (hh : 0 < h) (w : ℝ)
    (hbig : 4 ≤ h ^ 2 * L) (n : ℕ) :
    1 + n * (4 * h / (4 + h ^ 2 * w ^ 2)) ≤ |(fullStep L h w ^ n *ᵥ ![1, -1]) 0| := by
  have hD : 0 < 4 + h ^ 2 * w ^ 2 := by positivity
  have ha : (4 - h ^ 2 * w ^ 2 - 2 * h ^ 2 * L) / (4 + h ^ 2 * w ^ 2) ≤ -1 := by
    rw [div_le_iff₀ hD]
    linarith
  have hb : 0 < 4 * h / (4 + h ^ 2 * w ^ 2) := by positivity
  have hc : 0 ≤ -(h * (w ^ 2 + L) * (4 - h ^ 2 * L)) / (4 + h ^ 2 * w ^ 2) := by
    have hp : 0 ≤ h * (w ^ 2 + L) := by positivity
    apply div_nonneg _ hD.le
    linarith [mul_nonneg hp (sub_nonneg.2 hbig)]
  have key := (growth_aux ha hb hc n).1
  rw [← fullStep_eq] at key
  -- the alternating sign drops out of the absolute value
  refine (key.trans (le_abs_self _)).trans (le_of_eq ?_)
  rw [abs_mul, abs_pow, abs_neg, abs_one, one_pow, one_mul]
```

The last theorem says that every initial state `x` has a bound `B` valid for all step numbers `n` and both components if and only if $h^2L<4$. The bound may depend on `x`, `L`, `h` and `w`. One direction picks `n` large enough for the linear growth to exceed any proposed bound; the other uses the two square-root estimates from the shadow energy.

```lean
/-- For `L > 0` and `h > 0`, every trajectory of the integrator stays bounded in position and
momentum exactly when `h² L < 4`, whatever the free-mode frequency `w`. -/
theorem bounded_trajectories_iff {L h : ℝ} (hL : 0 < L) (hh : 0 < h) (w : ℝ) :
    (∀ x : Fin 2 → ℝ, ∃ B : ℝ, ∀ (n : ℕ) (i : Fin 2),
      |(fullStep L h w ^ n *ᵥ x) i| ≤ B) ↔ h ^ 2 * L < 4 := by
  constructor
  · intro hbd
    by_contra hcon
    obtain ⟨B, hB⟩ := hbd ![1, -1]
    have hb : 0 < 4 * h / (4 + h ^ 2 * w ^ 2) := by positivity
    obtain ⟨n, hn⟩ := exists_nat_gt (B / (4 * h / (4 + h ^ 2 * w ^ 2)))
    rw [div_lt_iff₀ hb] at hn
    linarith [linear_growth hL hh w (not_lt.1 hcon) n, hB n 0]
  · intro hs x
    have hk : 0 < (w ^ 2 + L) * (1 - h ^ 2 * L / 4) :=
      mul_pos (by positivity) (by linarith)
    -- the shadow energy keeps its initial value along the trajectory
    have hE : ∀ n : ℕ, shadowEnergy L h w (fullStep L h w ^ n *ᵥ x)
        = shadowEnergy L h w x := by
      intro n
      induction n with
      | zero => rw [pow_zero, Matrix.one_mulVec]
      | succ n ih => rw [pow_succ', ← Matrix.mulVec_mulVec, shadowEnergy_fullStep, ih]
    refine ⟨√(shadowEnergy L h w x / ((w ^ 2 + L) * (1 - h ^ 2 * L / 4)))
      + √(shadowEnergy L h w x), fun n i => ?_⟩
    have hn := hE n
    generalize fullStep L h w ^ n *ᵥ x = y at hn ⊢
    generalize shadowEnergy L h w x = E at hn ⊢
    unfold shadowEnergy at hn
    generalize (w ^ 2 + L) * (1 - h ^ 2 * L / 4) = k at hk hn ⊢
    have hq : |y 0| ≤ √(E / k) := by
      apply Real.abs_le_sqrt
      rw [le_div_iff₀ hk]
      nlinarith [sq_nonneg (y 1)]
    have hp : |y 1| ≤ √E := by
      apply Real.abs_le_sqrt
      nlinarith [mul_nonneg hk.le (sq_nonneg (y 0))]
    have h1 := Real.sqrt_nonneg (E / k)
    have h2 := Real.sqrt_nonneg E
    revert i
    rw [Fin.forall_fin_two]
    constructor <;> linarith

end

end RingPolymerCayleyStability
```

```lean
#print axioms RingPolymerCayleyStability.cayleyStep_eq
#print axioms RingPolymerCayleyStability.trace_fullStep_iff
#print axioms RingPolymerCayleyStability.bounded_trajectories_iff
```

```
'RingPolymerCayleyStability.cayleyStep_eq' depends on axioms: [propext, Classical.choice, Quot.sound]
'RingPolymerCayleyStability.trace_fullStep_iff' depends on axioms: [propext, Classical.choice, Quot.sound]
'RingPolymerCayleyStability.bounded_trajectories_iff' depends on axioms: [propext, Classical.choice, Quot.sound]
```

The theorems concern a deterministic, harmonic, single-mode model. Anharmonic forces, thermostats and the accuracy of sampled averages need separate analysis, and a stable time step may still be too coarse for the averages one wants.
